# A lattice translation multiplies the Bloch projector by a phase

On a ring of `N` lattice sites, with `N` nonzero, the translations are represented by unitary complex matrices `T R` of finite size, and translations compose by adding their displacements modulo `N`. For a wave number `k` that is an integer modulo `N`, the Bloch projector `P_k` is the average over all `R` of `T R` weighted by the phase exp(2πi k R / N). The theorem says that `T R` times `P_k` equals exp(-2πi k R / N) times `P_k`, for every such `k` and every `R`. The proof takes `T R` inside the sum, cancels the common factor 1/`N`, and shifts the summation variable by `R`.

This version doesn't compile in Lean 4 with Mathlib:

```lean
import Mathlib

open Matrix
open scoped ComplexOrder

namespace TranslateMulBlochProj

noncomputable section

variable {n : Type*} [Fintype n] [DecidableEq n] {N : ℕ} [NeZero N]

/-- The matrices `T R` represent the cyclic group of `N` lattice translations unitarily. -/
structure IsTranslationRep (T : ZMod N → Matrix n n ℂ) : Prop where
  add : ∀ R R', T (R + R') = T R * T R'
  unitary : ∀ R, (T R)ᴴ * T R = 1

/-- The Bloch projector `P_k = (1/N) ∑_R exp(2πi k R / N) T_R`. -/
def blochProj (T : ZMod N → Matrix n n ℂ) (k : ZMod N) : Matrix n n ℂ :=
  (N : ℂ)⁻¹ • ∑ R, ZMod.stdAddChar (k * R) • T R

/-- A translation multiplies the range of `P_k` by a Bloch phase:
`T_R P_k = exp(-2πi k R / N) P_k`. -/
theorem translate_mul_blochProj {T : ZMod N → Matrix n n ℂ} (hT : IsTranslationRep T)
    (k R : ZMod N) :
    T R * blochProj T k = ZMod.stdAddChar (-(k * R)) • blochProj T k := by
  unfold blochProj
  rw [Matrix.mul_smul, Finset.mul_sum,
    smul_comm (ZMod.stdAddChar (-(k * R))) ((N : ℂ)⁻¹), Finset.smul_sum]
  congr 1
  -- shift the summation variable by R
  refine (Finset.sum_congr rfl fun R' _ => ?_).trans (Equiv.sum_comp (Equiv.addLeft R)
    (fun R' => ZMod.stdAddChar (-(k * R)) • ZMod.stdAddChar (k * R') • T R'))
  simp only [Equiv.coe_addLeft]
  rw [Matrix.mul_smul, hT.add, smul_smul, ← AddChar.map_add_eq_mul,
    show -(k * R) + k * (R + R') = k * R' by ring]

end

end TranslateMulBlochProj
```

Compiling this gives:

```
Main.lean:31:53: error: Application type mismatch: The argument
  Equiv.sum_comp (Equiv.addLeft R) fun R' => ZMod.stdAddChar (-(k * R)) • ZMod.stdAddChar (k * R') • T R'
has type
  ∑ i, ZMod.stdAddChar (-(k * R)) • ZMod.stdAddChar (k * (Equiv.addLeft R) i) • T ((Equiv.addLeft R) i) =
    ∑ i, ZMod.stdAddChar (-(k * R)) • ZMod.stdAddChar (k * i) • T i
but is expected to have type
  Finset.univ.sum ?m.89 = (↑N)⁻¹ • ZMod.stdAddChar (-(k * R)) • ∑ R, ZMod.stdAddChar (k * R) • T R
in the application
  Eq.trans (Finset.sum_congr rfl fun R' x => ?m.94)
    (Equiv.sum_comp (Equiv.addLeft R) fun R' => ZMod.stdAddChar (-(k * R)) • ZMod.stdAddChar (k * R') • T R')
```

The message says that the shift of the summation variable, `Equiv.sum_comp`, ends in a plain sum, while the right side of the goal is still 1/`N` times a phase times a sum. The phase was meant to go inside that sum, and `Finset.smul_sum` was called to put it there. But `rw` takes the first match it finds, and at that point the left side was also a scalar times a sum. So the lemma moved 1/`N` into the left sum and left the right side alone. Only the right side then still had the form 1/`N` times something, and `congr 1` could not cancel the factor.

The repair calls `Finset.smul_sum` after `congr 1` instead of before it. Both sides still begin with 1/`N` when `congr 1` runs, so the factor cancels. The only scalar times a sum that remains is then the one on the right, and the rewrite moves the phase into it. The right side is now the sum that `Equiv.sum_comp` ends in.

The repair, with which the file compiles:

```diff
@@ -26,6 +26,7 @@
   unfold blochProj
   rw [Matrix.mul_smul, Finset.mul_sum,
-    smul_comm (ZMod.stdAddChar (-(k * R))) ((N : ℂ)⁻¹), Finset.smul_sum]
+    smul_comm (ZMod.stdAddChar (-(k * R))) ((N : ℂ)⁻¹)]
   congr 1
+  rw [Finset.smul_sum]
   -- shift the summation variable by R
   refine (Finset.sum_congr rfl fun R' _ => ?_).trans (Equiv.sum_comp (Equiv.addLeft R)
```
